# In finite dimension, an antiunitary taking each $x_j$ to $y_j$ exists exactly when all overlaps are conjugated

A spin one-half can be prepared along $+z$, $+x$ or $+y$, and reversing the motion should turn each preparation into the opposite one. I write the three states as

$$x_1=\begin{pmatrix}1\\0\end{pmatrix},\quad x_2=\tfrac{1}{\sqrt2}\begin{pmatrix}1\\1\end{pmatrix},\quad x_3=\tfrac{1}{\sqrt2}\begin{pmatrix}1\\i\end{pmatrix},$$

and their intended partners as

$$y_1=\begin{pmatrix}0\\1\end{pmatrix},\quad y_2=\tfrac{1}{\sqrt2}\begin{pmatrix}-1\\1\end{pmatrix},\quad y_3=\tfrac{1}{\sqrt2}\begin{pmatrix}i\\1\end{pmatrix}.$$

An antiunitary operator has to conjugate every overlap, and I have checked that these do conjugate, pair by pair. But three vectors in a two-dimensional space are linearly dependent, so $x_3$ has no freedom left once $x_1$ and $x_2$ have been sent somewhere. How can a check on pairs know about a relation among all three? And if an operator exists, is it the only one?

## Pairwise overlaps already contain every linear relation

The pairwise check is enough. Let $x_j$ and $y_j$ be two families of vectors in a finite-dimensional complex inner-product space $V$, dependent or not. An antiunitary $T$ with $Tx_j=y_j$ for all $j$ exists if and only if

$$\langle y_i,y_j\rangle=\langle x_j,x_i\rangle\quad\text{for all } i,j.$$

It is unique exactly when the $x_j$ span $V$, as yours do.

In your example the relation is $x_3=i\,x_2+\frac{1-i}{\sqrt2}\,x_1$. A conjugate-linear map therefore needs $y_3=-i\,y_2+\frac{1+i}{\sqrt2}\,y_1$, and your vectors satisfy this. The overlaps enforce it because they fix the norm of every superposition, including the superpositions that vanish.

### A basis conjugation followed by a unitary

The inner product is conjugate-linear in its first argument. If $T$ exists, then $\langle y_i,y_j\rangle=\langle Tx_i,Tx_j\rangle=\langle x_j,x_i\rangle$, so the condition is necessary.

For the converse, take an orthonormal basis $b_k$ of $V$ and conjugate coordinates:

$$Kv=\sum_k\overline{\langle b_k,v\rangle}\,b_k .$$

This map is additive, and $K(cv)=\bar c\,Kv$ for every complex number $c$. By orthonormality,

$$\langle Kv,Kw\rangle=\sum_k\langle b_k,v\rangle\,\overline{\langle b_k,w\rangle}=\sum_k\langle w,b_k\rangle\langle b_k,v\rangle=\langle w,v\rangle .$$

Conjugating twice returns the original vector, so $K$ is surjective. Hence $K$ is antiunitary.

Put $u_j=Kx_j$. Then $\langle u_i,u_j\rangle=\langle x_j,x_i\rangle=\langle y_i,y_j\rangle$, so the $u_j$ and the $y_j$ have the same overlaps without any conjugation. It remains to find a unitary $U$ with $Uu_j=y_j$.

For any finite set of coefficients $c_j$,

$$\Big\|\sum_j c_jy_j\Big\|^2=\sum_{i,j}\bar c_i c_j\langle y_i,y_j\rangle=\sum_{i,j}\bar c_i c_j\langle u_i,u_j\rangle=\Big\|\sum_j c_ju_j\Big\|^2 .$$

Suppose that two sets of coefficients give the same superposition of the $u_j$. Their difference gives a combination of the $u_j$ with norm zero, so the same combination of the $y_j$ also has norm zero. The rule $\sum_j c_ju_j\mapsto\sum_j c_jy_j$ is therefore well defined on the span of the $u_j$. It is linear and preserves norms.

The span and its image have the same dimension, and so do their orthogonal complements in $V$. Sending an orthonormal basis of one complement to an orthonormal basis of the other extends the rule to a unitary $U$ on $V$. The product $T=UK$ is additive, conjugate-linear and surjective, it conjugates inner products, and $Tx_j=Uu_j=y_j$.

Setting $y_j=x_j$ answers a related question. An antiunitary that leaves every $x_j$ fixed exists if and only if $\langle x_i,x_j\rangle=\langle x_j,x_i\rangle$ for all $i,j$, which says that all overlaps are real.

For uniqueness, suppose first that the $x_j$ span $V$. Two antiunitaries $S$ and $T$ that agree on the $x_j$ agree on every superposition, since both send $\sum_jc_jx_j$ to $\sum_j\bar c_j\,Tx_j$. If the $x_j$ do not span $V$, let $R$ be the reflection that is $+1$ on their span and $-1$ on its orthogonal complement. Then $TR$ is antiunitary and agrees with $T$ on every $x_j$. On a nonzero vector $w$ of the complement it gives $-Tw$, which differs from $Tw$ because $\|Tw\|=\|w\|\neq0$.

### One vector, and none

For a single pair $x,y$ the condition reduces to $\|x\|=\|y\|$, so any vector can be sent to any other of the same length. In particular, some antiunitary fixes a given spin-up state. That operator is not the time reversal of a spin one-half, for which $T^2=-1$: a fixed vector satisfies $T^2x=x$.

One vector determines the operator only if it spans $V$, hence only in dimension one or zero. For an empty family the condition holds trivially, and any basis conjugation will do.

### Vectors, overlaps and operators in Lean

The space `V` is a complex inner-product space, and `⟪v, w⟫_ℂ` is the Dirac overlap, conjugate-linear on the left. An operator is at first just a function `T : V → V`. The predicate `IsAntiunitary T` says that it is additive, conjugate-linear and surjective, and that it turns $\langle v,w\rangle$ into $\langle w,v\rangle$. Unitaries have the type `V ≃ₗᵢ[ℂ] V`, the invertible linear maps that preserve the norm.

The families are functions `x y : ι → V`. The label type `ι` is arbitrary, so a family may be empty or infinite and may contain repeated, zero or dependent vectors. Nothing is assumed to be normalised.

Three theorems carry the results:

- `exists_antiunitary_iff` is the equivalence between the existence of $T$ and the conjugated overlaps.
- `exists_antiunitary_fixing_iff` expresses the real overlaps as vanishing imaginary parts.
- `determined_iff_span_eq_top` starts from a given antiunitary `T`. It says that every antiunitary `S` with the same values on the `x j` equals `T` if and only if the span of the `x j` is `⊤`, the whole space.

Finite dimension enters as `FiniteDimensional ℂ V`. For infinite families in infinite dimension the equivalence can fail: with an orthonormal basis $e_0,e_1,\dots$, the assignment $e_j\mapsto e_{j+1}$ conjugates all overlaps, which are real, but a map that has these values and conjugates all inner products misses $e_0$, so it is not surjective.

The step from this model to the laboratory is the choice of phases. A preparation fixes a state vector only up to a phase, while the theorem takes definite vectors. Had you written the spin state along $-x$ as $(1,-1)/\sqrt2$ and kept the other vectors, then $\langle y_1,y_2\rangle$ would be $-1/\sqrt2$ instead of $1/\sqrt2$, and the test would fail although the physical states are the same. A failed test therefore rules out an operator for those vectors, and other phases may still work.

In electronic-structure work with a finite orbital basis, the criterion tells whether a proposed table of time-reversed partner orbitals comes from a single antiunitary operator. It puts no condition on $T^2$, so the operator need not be the physical time reversal, and it involves no Hamiltonian, so the operator need not be a symmetry of the system.

```lean
import Mathlib

open scoped InnerProductSpace ComplexConjugate

namespace AntiunitaryExtension

variable {V : Type*} [NormedAddCommGroup V] [InnerProductSpace ℂ V]

/-- An antiunitary operator: a surjective, additive, conjugate-linear map that
turns every inner product into its complex conjugate. -/
structure IsAntiunitary (T : V → V) : Prop where
  map_add : ∀ v w, T (v + w) = T v + T w
  map_smul : ∀ (c : ℂ) v, T (c • v) = conj c • T v
  inner_map : ∀ v w, ⟪T v, T w⟫_ℂ = ⟪w, v⟫_ℂ
  surjective : Function.Surjective T

/-- Complex conjugation of the coordinates of a vector in an orthonormal basis. -/
noncomputable def conjugation {κ : Type*} [Fintype κ] (b : OrthonormalBasis κ ℂ V)
    (v : V) : V :=
  ∑ k, conj ⟪b k, v⟫_ℂ • b k

/-- Complex conjugation in an orthonormal basis is antiunitary. -/
theorem conjugation_isAntiunitary {κ : Type*} [Fintype κ]
    (b : OrthonormalBasis κ ℂ V) : IsAntiunitary (conjugation b) where
  map_add v w := by
    simp only [conjugation, inner_add_right, _root_.map_add, add_smul,
      Finset.sum_add_distrib]
  map_smul c v := by
    simp only [conjugation, inner_smul_right, map_mul, mul_smul, Finset.smul_sum]
  inner_map v w := by
    unfold conjugation
    rw [b.orthonormal.inner_sum, ← b.sum_inner_mul_inner w v]
    refine Finset.sum_congr rfl fun k _ => ?_
    rw [Complex.conj_conj, inner_conj_symm, mul_comm]
  surjective v := by
    -- conjugating twice gives the vector back
    refine ⟨conjugation b v, ?_⟩
    have h : ∀ k, ⟪b k, conjugation b v⟫_ℂ = conj ⟪b k, v⟫_ℂ := fun k =>
      b.orthonormal.inner_right_fintype _ k
    calc conjugation b (conjugation b v)
        = ∑ k, conj ⟪b k, conjugation b v⟫_ℂ • b k := rfl
      _ = ∑ k, ⟪b k, v⟫_ℂ • b k := by simp only [h, Complex.conj_conj]
      _ = v := b.sum_repr' v

/-- An antiunitary operator multiplied by unitaries on the left and on the right
is antiunitary. -/
theorem IsAntiunitary.mul_unitaries {T : V → V} (hT : IsAntiunitary T)
    (U W : V ≃ₗᵢ[ℂ] V) : IsAntiunitary (fun v => U (T (W v))) where
  map_add v w := by rw [W.map_add, hT.map_add, U.map_add]
  map_smul c v := by rw [W.map_smul, hT.map_smul, U.map_smul]
  inner_map v w := by rw [U.inner_map_map, hT.inner_map, W.inner_map_map]
  surjective := U.surjective.comp (hT.surjective.comp W.surjective)

variable [FiniteDimensional ℂ V] {ι : Type*}

/-- Two families of vectors in a finite-dimensional space with the same overlaps are related by a
unitary that takes each `u j` to `y j`. -/
theorem exists_unitary_of_gram_eq (u y : ι → V)
    (h : ∀ i j, ⟪y i, y j⟫_ℂ = ⟪u i, u j⟫_ℂ) :
    ∃ U : V ≃ₗᵢ[ℂ] V, ∀ j, U (u j) = y j := by
  let A := Finsupp.linearCombination ℂ u
  let B := Finsupp.linearCombination ℂ y
  -- equal overlaps give equal norms of corresponding superpositions
  have hnorm : ∀ c, ‖B c‖ = ‖A c‖ := by
    intro c
    have hin : ⟪B c, B c⟫_ℂ = ⟪A c, A c⟫_ℂ := by
      simp only [A, B, Finsupp.linearCombination_apply, Finsupp.sum, sum_inner,
        inner_sum, inner_smul_left, inner_smul_right, h]
    rw [norm_eq_sqrt_re_inner (𝕜 := ℂ) (B c), norm_eq_sqrt_re_inner (𝕜 := ℂ) (A c), hin]
  -- choose coefficients linearly for every vector in the span of the `u j`
  obtain ⟨g, hg⟩ := A.rangeRestrict.exists_rightInverse_of_surjective A.range_rangeRestrict
  have hAg : ∀ s : LinearMap.range A, A (g s) = s := fun s =>
    congrArg Subtype.val (LinearMap.congr_fun hg s)
  let L : LinearMap.range A →ₗᵢ[ℂ] V :=
    { toLinearMap := B.comp g
      norm_map' := fun s => by
        change ‖B (g s)‖ = ‖(s : V)‖
        rw [hnorm, hAg] }
  refine ⟨L.extend.toLinearIsometryEquiv rfl, fun j => ?_⟩
  have hAj : A (Finsupp.single j 1) = u j := by simp [A]
  have hBj : B (Finsupp.single j 1) = y j := by simp [B]
  let s : LinearMap.range A := ⟨u j, ⟨Finsupp.single j 1, hAj⟩⟩
  -- the result does not depend on the choice of coefficients
  have hL : B (g s) = y j := by
    rw [← hBj, ← sub_eq_zero, ← map_sub, ← norm_eq_zero, hnorm, map_sub, hAg, hAj]
    simp [s]
  rw [LinearIsometry.toLinearIsometryEquiv_apply]
  exact (L.extend_apply s).trans hL

/-- In a finite-dimensional space, an antiunitary operator taking each `x j` to `y j`
exists if and only if the overlaps of the `y j` are the complex conjugates of those
of the `x j`. -/
theorem exists_antiunitary_iff (x y : ι → V) :
    (∃ T : V → V, IsAntiunitary T ∧ ∀ j, T (x j) = y j) ↔
      ∀ i j, ⟪y i, y j⟫_ℂ = ⟪x j, x i⟫_ℂ := by
  constructor
  · rintro ⟨T, hT, hxy⟩ i j
    rw [← hxy i, ← hxy j, hT.inner_map]
  · intro h
    -- conjugate in a basis first, then correct by a unitary
    have hK := conjugation_isAntiunitary (stdOrthonormalBasis ℂ V)
    obtain ⟨U, hU⟩ := exists_unitary_of_gram_eq
      (fun j => conjugation (stdOrthonormalBasis ℂ V) (x j)) y
      (fun i j => by rw [h, hK.inner_map])
    exact ⟨_, hK.mul_unitaries U (LinearIsometryEquiv.refl ℂ V), hU⟩

/-- In a finite-dimensional space, some antiunitary operator leaves every `x j` fixed
if and only if all overlaps between the `x j` are real. -/
theorem exists_antiunitary_fixing_iff (x : ι → V) :
    (∃ T : V → V, IsAntiunitary T ∧ ∀ j, T (x j) = x j) ↔
      ∀ i j, (⟪x i, x j⟫_ℂ).im = 0 := by
  rw [exists_antiunitary_iff]
  refine forall_congr' fun i => forall_congr' fun j => ?_
  rw [← Complex.conj_eq_iff_im, inner_conj_symm]
  exact eq_comm

/-- In a finite-dimensional space, an antiunitary operator is determined among all
antiunitary operators by its values on the `x j` if and only if the `x j` span the space. -/
theorem determined_iff_span_eq_top (x : ι → V) {T : V → V} (hT : IsAntiunitary T) :
    (∀ S : V → V, IsAntiunitary S → (∀ j, S (x j) = T (x j)) → S = T) ↔
      Submodule.span ℂ (Set.range x) = ⊤ := by
  constructor
  · intro h
    -- reflecting in the span first does not change the values on the `x j`
    let R := (Submodule.span ℂ (Set.range x)).reflection
    have hS := h _ (hT.mul_unitaries (LinearIsometryEquiv.refl ℂ V) R) (fun j => by
      change T (R (x j)) = T (x j)
      rw [(Submodule.reflection_eq_self_iff (x j)).mpr
        (Submodule.subset_span (Set.mem_range_self j))])
    refine (Submodule.eq_top_iff').mpr fun v => ?_
    have hv : T (R v) = T v := congrFun hS v
    refine (Submodule.reflection_eq_self_iff v).mp (ext_inner_left ℂ fun w => ?_)
    change ⟪w, R v⟫_ℂ = ⟪w, v⟫_ℂ
    rw [← hT.inner_map (R v) w, hv, hT.inner_map]
  · intro hspan S hS hST
    funext v
    have hv : v ∈ Submodule.span ℂ (Set.range x) := by
      rw [hspan]
      exact Submodule.mem_top
    -- agreement passes from the `x j` to all their superpositions
    induction hv using Submodule.span_induction with
    | mem v hv =>
      obtain ⟨j, rfl⟩ := hv
      exact hST j
    | zero =>
      have h1 : S 0 = 0 := by simpa using hS.map_smul 0 0
      have h2 : T 0 = 0 := by simpa using hT.map_smul 0 0
      rw [h1, h2]
    | add v w _ _ hv hw => rw [hS.map_add, hT.map_add, hv, hw]
    | smul c v _ hv => rw [hS.map_smul, hT.map_smul, hv]

end AntiunitaryExtension
```

```lean
#print axioms AntiunitaryExtension.exists_antiunitary_iff
#print axioms AntiunitaryExtension.exists_antiunitary_fixing_iff
#print axioms AntiunitaryExtension.determined_iff_span_eq_top
```

```
'AntiunitaryExtension.exists_antiunitary_iff' depends on axioms: [propext, Classical.choice, Quot.sound]
'AntiunitaryExtension.exists_antiunitary_fixing_iff' depends on axioms: [propext, Classical.choice, Quot.sound]
'AntiunitaryExtension.determined_iff_span_eq_top' depends on axioms: [propext, Classical.choice, Quot.sound]
```

### From coefficients to the operator

`conjugation_isAntiunitary` establishes the four properties of $K$, which is called `conjugation b` in the code. For the inner product, `b.orthonormal.inner_sum` reduces the double sum to a single one, and `b.sum_inner_mul_inner` supplies the completeness relation. Surjectivity is the calculation that $K(Kv)=v$.

`IsAntiunitary.mul_unitaries` shows that $v\mapsto U(T(Wv))$ is antiunitary for unitaries $U$ and $W$. It is used twice: with $W$ the identity to build $UK$, and with $U$ the identity to build $TR$.

`exists_unitary_of_gram_eq` contains most of the work. The maps `A` and `B` take a finitely supported list of coefficients $c$ to $\sum_jc_ju_j$ and $\sum_jc_jy_j$. The step `hnorm` is the equality of norms, obtained by expanding both inner products and inserting the hypothesis on overlaps.

The derivation above defined the map on the span by letting the coefficients vary and checking that the result did not change. Lean instead chooses coefficients once: `g` is a linear map that assigns to each vector of the span a list of coefficients reproducing it, as `hAg` records. The isometry `L` is then `B` applied after `g`.

The list chosen for $u_j$ need not be the obvious one, with a single coefficient $1$ at position $j$. The step `hL` deals with this. The difference of the two lists is sent to zero by `A`, so by `hnorm` it is also sent to zero by `B`, and the result is $y_j$ either way. This is where linear relations among the vectors are taken care of. Finally `L.extend` continues the isometry to all of $V$, and `toLinearIsometryEquiv` turns it into a unitary, since an isometry between spaces of equal finite dimension is invertible.

In `exists_antiunitary_iff`, the forward direction rewrites $y_i$ and $y_j$ as $Tx_i$ and $Tx_j$ and applies `hT.inner_map`. The converse uses `stdOrthonormalBasis ℂ V`, an orthonormal basis that Mathlib chooses for $V$, and applies the previous theorem to the vectors $Kx_j$. The theorem on fixed vectors is the case `y = x`, together with the fact that a complex number equals its conjugate exactly when its imaginary part is zero.

In `determined_iff_span_eq_top`, the first direction applies the assumed uniqueness to $TR$, which gives $T(Rv)=Tv$ for every $v$. Taking the inner product with $Tw$ turns this into $\langle w,Rv\rangle=\langle w,v\rangle$ for all $w$, so $Rv=v$ and $v$ lies in the span. This is the argument above read in the other direction, without picking a vector from the complement. The second direction is an induction over the span: agreement holds on the `x j` and at zero, and it survives sums and complex multiples.
